# Four anticommuting real 4×4 matrices with squares ±1 have two or three squares equal to +1

Can the four gamma matrices of the free Dirac equation all be real? The answer depends on the signs of their squares, so the model keeps those signs as explicit data and puts reality into the type: the matrices have entries in `ℝ`. In the convention \(\gamma^\mu\gamma^\nu+\gamma^\nu\gamma^\mu=2\eta^{\mu\nu}\), where \(\eta\) is the metric, the signs \((-,+,+,+)\) give three squares equal to \(+1\), and \((+,-,-,-)\) gives only one.

For the free, four-component Dirac equation in 3+1 dimensions, real gamma matrices exist with the first metric and not with the second. With the first, the equation \((\gamma^\mu\partial_\mu+m)\psi=0\) then has real coefficients, so a real spinor stays real. With the second, purely imaginary matrices do the same for \((i\gamma^\mu\partial_\mu-m)\psi=0\). The theorems concern matrices alone; the step from real gamma matrices to a Lorentz-invariant condition \(\psi=\psi^*\) is left to the physics.

## Matrices, signs and Pauli blocks

```lean
import Mathlib

open Matrix
open scoped Kronecker

namespace MajoranaCondition

noncomputable section

/-- Operators on two qubits: 4 by 4 matrices with entries in `K`. -/
abbrev TwoQubit (K : Type) := Matrix (Fin 2 × Fin 2) (Fin 2 × Fin 2) K
```

The rows and columns of a `TwoQubit K` matrix are labelled by two bits, in the order 00, 01, 10, 11.

```lean
/-- Four pairwise anticommuting matrices `g a` whose squares are the numbers `ε a`. -/
structure IsClifford {K : Type} [CommRing K] (g : Fin 4 → TwoQubit K) (ε : Fin 4 → K) :
    Prop where
  sq : ∀ a, g a * g a = ε a • (1 : TwoQubit K)
  anti : ∀ a b, a ≠ b → g a * g b = -(g b * g a)
```

For `g` and `ε`, this proposition says \(g_a^2=\varepsilon_a 1\) and \(g_ag_b=-g_bg_a\) for \(a\ne b\), with \(a,b=0,\dots,3\). The symbol `•` is multiplication by a scalar.

```lean
/-- The list of signs whose first `p` entries are `1` and whose other entries are `-1`. -/
def signature (p : ℕ) : Fin 4 → ℝ := fun a => if (a : ℕ) < p then 1 else -1
```

`signature p` puts the \(p\) positive signs first. For \(p=3\) the timelike matrix therefore has index 3, whereas textbooks call it \(\gamma^0\).

```lean
/-- The Pauli matrix X. -/
def pauliX (K : Type) [CommRing K] : Matrix (Fin 2) (Fin 2) K := !![0, 1; 1, 0]
```

This is \(X\), over any commutative ring.

```lean
/-- The Pauli matrix Z. -/
def pauliZ (K : Type) [CommRing K] : Matrix (Fin 2) (Fin 2) K := !![1, 0; 0, -1]
```

This is \(Z\), likewise.

```lean
/-- The Pauli matrix Y. -/
def pauliY : Matrix (Fin 2) (Fin 2) ℂ := !![0, -Complex.I; Complex.I, 0]
```

\(Y\) has imaginary entries, so it is defined over `ℂ`.

```lean
/-- The real matrix iY. -/
def iY : Matrix (Fin 2) (Fin 2) ℝ := !![0, 1; -1, 0]
```

The product \(iY\) is real and squares to \(-1\).

```lean
/-- The real matrices XI, ZI, YY and iY ⊗ X, with YY written as -(iY ⊗ iY). -/
def majorana : Fin 4 → TwoQubit ℝ :=
  ![pauliX ℝ ⊗ₖ 1, pauliZ ℝ ⊗ₖ 1, -(iY ⊗ₖ iY), iY ⊗ₖ pauliX ℝ]
```

`⊗ₖ` is the Kronecker product. Since \((iY)\otimes(iY)=-Y\otimes Y\), the third entry is \(YY\) written with real blocks. The name `majorana` refers to the real gamma matrices, not to the Majorana operators of Jordan-Wigner encodings, which are Hermitian and so have no negative squares.

```lean
/-- The real matrices XI, ZI, iY ⊗ X and iY ⊗ Z. -/
def neutral : Fin 4 → TwoQubit ℝ :=
  ![pauliX ℝ ⊗ₖ 1, pauliZ ℝ ⊗ₖ 1, iY ⊗ₖ pauliX ℝ, iY ⊗ₖ pauliZ ℝ]
```

This second family will have two squares of each sign.

## The two families that exist

```lean
/-- Read as complex matrices, the members of `majorana` are the Pauli products
XI, ZI, YY and iY ⊗ X. -/
theorem majorana_eq_pauli (a : Fin 4) :
    Complex.ofRealHom.mapMatrix (majorana a) =
      (![pauliX ℂ ⊗ₖ 1, pauliZ ℂ ⊗ₖ 1, pauliY ⊗ₖ pauliY,
        (Complex.I • pauliY) ⊗ₖ pauliX ℂ] : Fin 4 → TwoQubit ℂ) a := by
  fin_cases a <;> ext ⟨i, j⟩ ⟨k, l⟩ <;> fin_cases i <;> fin_cases j <;> fin_cases k <;>
    fin_cases l <;> simp [majorana, pauliX, pauliY, pauliZ, iY]
```

Read as complex matrices, the members of `majorana` are \(XI\), \(ZI\), \(YY\) and \(iY\otimes X\). The proof compares all entries.

```lean
/-- The family `majorana` anticommutes pairwise with squares 1, 1, 1, -1, and the family
`neutral` anticommutes pairwise with squares 1, 1, -1, -1. -/
theorem explicit_families :
    IsClifford majorana (signature 3) ∧ IsClifford neutral (signature 2) := by
  -- the multiplication table of the 2 by 2 blocks
  have hXX : pauliX ℝ * pauliX ℝ = 1 := by
    ext i j; fin_cases i <;> fin_cases j <;> simp [pauliX, Matrix.mul_apply]
  have hZZ : pauliZ ℝ * pauliZ ℝ = 1 := by
    ext i j; fin_cases i <;> fin_cases j <;> simp [pauliZ, Matrix.mul_apply]
  have hYY : iY * iY = -1 := by
    ext i j; fin_cases i <;> fin_cases j <;> simp [iY, Matrix.mul_apply]
  have hZX : pauliZ ℝ * pauliX ℝ = -(pauliX ℝ * pauliZ ℝ) := by
    ext i j; fin_cases i <;> fin_cases j <;> simp [pauliX, pauliZ, Matrix.mul_apply]
  have hYX : iY * pauliX ℝ = -(pauliX ℝ * iY) := by
    ext i j; fin_cases i <;> fin_cases j <;> simp [pauliX, iY, Matrix.mul_apply]
  have hYZ : iY * pauliZ ℝ = -(pauliZ ℝ * iY) := by
    ext i j; fin_cases i <;> fin_cases j <;> simp [pauliZ, iY, Matrix.mul_apply]
  have hl : ∀ A B : Matrix (Fin 2) (Fin 2) ℝ, (-A) ⊗ₖ B = -(A ⊗ₖ B) := by
    intro A B; ext ⟨i, j⟩ ⟨k, l⟩; simp [Matrix.kroneckerMap_apply]
  have hr : ∀ A B : Matrix (Fin 2) (Fin 2) ℝ, A ⊗ₖ (-B) = -(A ⊗ₖ B) := by
    intro A B; ext ⟨i, j⟩ ⟨k, l⟩; simp [Matrix.kroneckerMap_apply]
  refine ⟨⟨fun a => ?_, fun a b hab => ?_⟩, ⟨fun a => ?_, fun a b hab => ?_⟩⟩
  · fin_cases a <;>
      simp [majorana, signature, ← Matrix.mul_kronecker_mul, hXX, hZZ, hYY, hl, hr]
  · fin_cases a <;> fin_cases b <;>
      simp [majorana, ← Matrix.mul_kronecker_mul, hYY, hZX, hYX, hYZ, hl, hr] at hab ⊢
  · fin_cases a <;>
      simp [neutral, signature, ← Matrix.mul_kronecker_mul, hXX, hZZ, hYY, hl]
  · fin_cases a <;> fin_cases b <;>
      simp [neutral, ← Matrix.mul_kronecker_mul, hYY, hZX, hYX, hYZ, hl, hr] at hab ⊢
```

By hand, use \((A\otimes B)(C\otimes D)=AC\otimes BD\). The blocks satisfy \(X^2=Z^2=1\) and \((iY)^2=-1\), and they anticommute pairwise. Hence \((YY)^2=1\), while \(iY\otimes X\) and \(iY\otimes Z\) square to \(-1\). In every pair from either family, exactly one tensor factor anticommutes and the other commutes, which gives one minus sign. The `have` lines record the block table, and `simp` applies it to each case.

## Quaternions fill the real four-dimensional space

```lean
/-- If real matrices `A`, `B` anticommute and square to -1, then a real combination of
1, A, B, AB times its quaternion conjugate is the sum of the squared coefficients. -/
theorem quaternion_norm {A B : TwoQubit ℝ} (hA : A * A = -1) (hB : B * B = -1)
    (hAB : A * B = -(B * A)) (a b c d : ℝ) :
    (a • 1 - b • A - c • B - d • (A * B)) * (a • 1 + b • A + c • B + d • (A * B)) =
      (a ^ 2 + b ^ 2 + c ^ 2 + d ^ 2) • (1 : TwoQubit ℝ) := by
  have h1 : B * A = -(A * B) := by rw [hAB, neg_neg]
  have h2 : A * (A * B) = -B := by rw [← mul_assoc, hA, neg_one_mul]
  have h3 : A * B * A = B := by rw [mul_assoc, h1, mul_neg, h2, neg_neg]
  have h4 : A * B * B = -A := by rw [mul_assoc, hB, mul_neg_one]
  have h5 : B * (A * B) = A := by rw [← mul_assoc, h1, neg_mul, h4, neg_neg]
  have h6 : A * B * (A * B) = -1 := by rw [mul_assoc, h5, hA]
  simp only [sub_mul, mul_add, smul_mul_assoc, mul_smul_comm, one_mul, mul_one,
    hA, hB, h1, h2, h3, h4, h5, h6]
  module
```

Let \(A^2=B^2=-1\) and \(AB=-BA\). Then
\[
A(AB)=-B,\quad (AB)A=B,\quad B(AB)=A,\quad (AB)B=-A,\quad (AB)^2=-1 .
\]
So \(A\), \(B\) and \(AB\) anticommute pairwise and each squares to \(-1\). With \(q=bA+cB+dAB\), the cross terms in \(q^2\) cancel, and
\[
(a-q)(a+q)=a^2-q^2=a^2+b^2+c^2+d^2 .
\]
The facts `h1` to `h6` are this table; `module` collects the coefficients.

```lean
/-- If real matrices `A`, `B` anticommute and square to -1, then v, Av, Bv, ABv are
linearly independent for every nonzero real vector v. -/
theorem quaternion_orbit {A B : TwoQubit ℝ} (hA : A * A = -1) (hB : B * B = -1)
    (hAB : A * B = -(B * A)) {v : Fin 2 × Fin 2 → ℝ} (hv : v ≠ 0) :
    LinearIndependent ℝ ![v, A *ᵥ v, B *ᵥ v, (A * B) *ᵥ v] := by
  rw [Fintype.linearIndependent_iff]
  intro c hc
  have hQ : (c 0 • 1 + c 1 • A + c 2 • B + c 3 • (A * B)) *ᵥ v = 0 := by
    refine Eq.trans ?_ hc
    simp [Fin.sum_univ_four, Matrix.add_mulVec, Matrix.smul_mulVec]
  -- multiply by the conjugate quaternion
  have hs : (c 0 ^ 2 + c 1 ^ 2 + c 2 ^ 2 + c 3 ^ 2) • v = 0 := by
    have h := congrArg (fun M : TwoQubit ℝ => M *ᵥ v)
      (quaternion_norm hA hB hAB (c 0) (c 1) (c 2) (c 3))

    rw [← Matrix.mulVec_mulVec, hQ, Matrix.mulVec_zero, Matrix.smul_mulVec,
      Matrix.one_mulVec] at h
    exact h.symm
  have hsum : ∑ i, c i ^ 2 = 0 := by
    rw [Fin.sum_univ_four]
    exact (smul_eq_zero.mp hs).resolve_right hv
  intro i
  exact (pow_eq_zero_iff two_ne_zero).mp
    ((Finset.sum_eq_zero_iff_of_nonneg (fun i _ => sq_nonneg (c i))).mp hsum i
      (Finset.mem_univ i))
```

Here `*ᵥ` applies a matrix to a vector. Suppose \(c_0v+c_1Av+c_2Bv+c_3ABv=0\) with \(v\neq0\). Multiplying by the conjugate quaternion gives \((c_0^2+c_1^2+c_2^2+c_3^2)v=0\). The sum of squares is therefore zero, and since the coefficients are real, each \(c_i\) vanishes.

For a numerical instance, take \(A=iY\otimes1\), \(B=X\otimes iY\) and \(v=e_{00}\). Then \(Av=-e_{10}\), \(Bv=-e_{11}\) and \(ABv=-e_{01}\), which together with \(v\) form a basis. The combination \(1+2A+3B+4AB\) sends \(v\) to \((1,-4,-2,-3)\), and the conjugate \(1-2A-3B-4AB\) sends that to \((30,0,0,0)\), where \(30=1+4+9+16\).

```lean
/-- Let real 4 by 4 matrices `A`, `B` anticommute and square to -1. An involution that
commutes with both is 1 or -1. -/
theorem commuting_involution {A B P : TwoQubit ℝ} (hA : A * A = -1) (hB : B * B = -1)
    (hAB : A * B = -(B * A)) (hP : P * P = 1) (hPA : P * A = A * P) (hPB : P * B = B * P) :
    P = 1 ∨ P = -1 := by
  by_cases hm : P = -1
  · exact Or.inr hm
  left
  -- P has a nonzero fixed vector
  obtain ⟨w, hw⟩ : ∃ w, P *ᵥ w + w ≠ 0 := by
    by_contra hcon
    apply hm
    apply Matrix.toLin'.injective
    apply LinearMap.ext
    intro w
    have h : P *ᵥ w + w = 0 := by
      by_contra h
      exact hcon ⟨w, h⟩
    rw [Matrix.toLin'_apply, Matrix.toLin'_apply, Matrix.neg_mulVec, Matrix.one_mulVec]
    exact eq_neg_of_add_eq_zero_left h
  obtain ⟨v, hv, hPv⟩ : ∃ v, v ≠ 0 ∧ P *ᵥ v = v :=
    ⟨P *ᵥ w + w, hw, by
      rw [Matrix.mulVec_add, Matrix.mulVec_mulVec, hP, Matrix.one_mulVec, add_comm]⟩
  have hfix : ∀ M : TwoQubit ℝ, P * M = M * P → P *ᵥ (M *ᵥ v) = M *ᵥ v := by
    intro M hM
    rw [Matrix.mulVec_mulVec, hM, ← Matrix.mulVec_mulVec, hPv]
  -- the quaternion orbit of this vector spans the whole space
  have hspan := (quaternion_orbit hA hB hAB hv).span_eq_top_of_card_eq_finrank (by simp)
  apply Matrix.toLin'.injective
  apply LinearMap.ext_on_range hspan
  intro i
  rw [Matrix.toLin'_apply, Matrix.toLin'_apply, Matrix.one_mulVec]
  fin_cases i
  · exact hPv
  · exact hfix A hPA
  · exact hfix B hPB
  · exact hfix (A * B) (by rw [← mul_assoc, hPA, mul_assoc, hPB, mul_assoc])
```

Let \(P^2=1\), with \(P\) commuting with \(A\) and \(B\). If \(P\neq-1\), some \(w\) has \(v=Pw+w\neq0\), and \(Pv=P^2w+Pw=v\). For \(M=A,B,AB\) we get \(PMv=MPv=Mv\). Thus \(P\) fixes four independent vectors in a four-dimensional space, so \(P=1\). In Lean, `hspan` says that these vectors span, and `LinearMap.ext_on_range` reduces \(P=1\) to checking them.

```lean
/-- Let real 4 by 4 matrices `A`, `B` anticommute and square to -1, and let the involution
`P` commute with both. Then only the zero matrix anticommutes with `P`. -/
theorem anticommuting_eq_zero {A B P D : TwoQubit ℝ} (hA : A * A = -1) (hB : B * B = -1)
    (hAB : A * B = -(B * A)) (hP : P * P = 1) (hPA : P * A = A * P) (hPB : P * B = B * P)
    (hD : P * D = -(D * P)) : D = 0 := by
  have h2 : (2 : ℝ) • D = 0 := by
    rcases commuting_involution hA hB hAB hP hPA hPB with h | h
    · rw [h, one_mul, mul_one] at hD
      linear_combination (norm := module) hD
    · rw [h, neg_one_mul, mul_neg_one, neg_neg] at hD
      linear_combination (norm := module) -hD
  exact (smul_eq_zero.mp h2).resolve_left two_ne_zero
```

If also \(PD=-DP\), then inserting \(P=1\) or \(P=-1\) gives \(2D=0\), hence \(D=0\).

## The excluded sign patterns

```lean
/-- No four pairwise anticommuting real 4 by 4 matrices have three squares equal to -1 and
the remaining square a nonzero number. -/
theorem not_three_negative {g : Fin 4 → TwoQubit ℝ} {ε : Fin 4 → ℝ} (h0 : ε 0 ≠ 0)
    (h1 : ε 1 = -1) (h2 : ε 2 = -1) (h3 : ε 3 = -1) : ¬ IsClifford g ε := by
  intro h
  have ha : g 1 * g 1 = -1 := by rw [h.sq, h1, neg_smul, one_smul]
  have hb : g 2 * g 2 = -1 := by rw [h.sq, h2, neg_smul, one_smul]
  have hc : g 3 * g 3 = -1 := by rw [h.sq, h3, neg_smul, one_smul]
  have hba := h.anti 2 1 (by decide)
  have hca := h.anti 3 1 (by decide)
  have hcb := h.anti 3 2 (by decide)
  have hda := h.anti 0 1 (by decide)
  have hdb := h.anti 0 2 (by decide)
  have hdc := h.anti 0 3 (by decide)
  -- the product g₁g₂g₃ is an involution commuting with g₁ and g₂
  have hPa : g 1 * g 2 * g 3 * g 1 = g 1 * (g 1 * g 2 * g 3) := by
    linear_combination (norm := noncomm_ring) g 1 * g 2 * hca - g 1 * hba * g 3
  have hPb : g 1 * g 2 * g 3 * g 2 = g 2 * (g 1 * g 2 * g 3) := by
    linear_combination (norm := noncomm_ring) g 1 * g 2 * hcb - hba * g 2 * g 3
  have hP : g 1 * g 2 * g 3 * (g 1 * g 2 * g 3) = 1 := by
    linear_combination (norm := noncomm_ring) hPa * g 2 * g 3 + g 1 * hPb * g 3
      + g 1 * g 2 * g 1 * g 2 * hc - g 1 * hba * g 2 + ha * g 2 * g 2 - hb
  -- but it anticommutes with g₀
  have hPd : g 1 * g 2 * g 3 * g 0 = -(g 0 * (g 1 * g 2 * g 3)) := by
    linear_combination (norm := noncomm_ring)
      hda * g 2 * g 3 - g 1 * hdb * g 3 + g 1 * g 2 * hdc
  have hz := anticommuting_eq_zero ha hb (h.anti 1 2 (by decide)) hP hPa hPb hPd
  have hs := h.sq 0
  rw [hz, zero_mul] at hs
  exact (smul_eq_zero.mp hs.symm).elim h0 one_ne_zero
```

Take \(A=g_1\), \(B=g_2\) and \(P=g_1g_2g_3\). Moving \(g_1\) or \(g_2\) through \(P\) costs two signs, so \(P\) commutes with both. Therefore
\[
P^2=g_1g_2\,P\,g_3=(g_1g_2)^2g_3^2=(-g_1^2g_2^2)\,g_3^2=(-1)(-1)=1 .
\]
Moving \(g_0\) through \(P\) costs three signs, so they anticommute and \(g_0=0\). This contradicts \(g_0^2=\varepsilon_0 1\) with \(\varepsilon_0\neq0\). The sign of \(\varepsilon_0\) is free, so \(p=0\) and \(p=1\) are both excluded.

Each `linear_combination` line multiplies identities already known, such as the anticommutation rules and the squares, by suitable factors and adds them; `noncomm_ring` checks the result without reordering products.

```lean
/-- No four pairwise anticommuting real 4 by 4 matrices all have square 1. -/
theorem not_four_positive {g : Fin 4 → TwoQubit ℝ} {ε : Fin 4 → ℝ} (hε : ∀ a, ε a = 1) :
    ¬ IsClifford g ε := by
  intro h
  have hs : ∀ a, g a * g a = 1 := fun a => by rw [h.sq, hε, one_smul]
  have h10 := h.anti 1 0 (by decide)
  have h20 := h.anti 2 0 (by decide)
  have h21 := h.anti 2 1 (by decide)
  have h30 := h.anti 3 0 (by decide)
  have h31 := h.anti 3 1 (by decide)
  have h32 := h.anti 3 2 (by decide)
  -- g₀g₁ and g₁g₂ generate quaternions that commute with g₃
  have hA : g 0 * g 1 * (g 0 * g 1) = -1 := by
    linear_combination (norm := noncomm_ring) g 0 * h10 * g 1 - hs 0 * g 1 * g 1 - hs 1
  have hB : g 1 * g 2 * (g 1 * g 2) = -1 := by
    linear_combination (norm := noncomm_ring) g 1 * h21 * g 2 - hs 1 * g 2 * g 2 - hs 2
  have hAB : g 0 * g 1 * (g 1 * g 2) = -(g 1 * g 2 * (g 0 * g 1)) := by
    linear_combination (norm := noncomm_ring)
      g 1 * h20 * g 1 - g 1 * g 0 * h21 + h10 * g 1 * g 2
  have hPA : g 3 * (g 0 * g 1) = g 0 * g 1 * g 3 := by
    linear_combination (norm := noncomm_ring) h30 * g 1 - g 0 * h31
  have hPB : g 3 * (g 1 * g 2) = g 1 * g 2 * g 3 := by
    linear_combination (norm := noncomm_ring) h31 * g 2 - g 1 * h32
  have hz := anticommuting_eq_zero hA hB hAB (hs 3) hPA hPB h30
  have h0 := hs 0
  rw [hz, zero_mul] at h0
  exact zero_ne_one h0
```

Now take \(A=g_0g_1\), \(B=g_1g_2\) and \(P=g_3\). Then \(A^2=-g_0^2g_1^2=-1\), and likewise \(B^2=-1\). Also \(AB=g_0g_2\), while \(BA=g_1g_2g_0g_1=g_2g_0=-AB\). The matrix \(g_3\) passes each pair with two signs, so it commutes with \(A\) and \(B\), but it anticommutes with \(g_0\). Hence \(g_0=0\), against \(g_0^2=1\).

## The classification and the opposite metric

```lean
/-- Four pairwise anticommuting real 4 by 4 matrices, `p` of them with square 1 and the
other 4 - p with square -1, exist exactly when `p` is 2 or 3. -/
theorem real_clifford_iff {p : ℕ} (hp : p ≤ 4) :
    (∃ g : Fin 4 → TwoQubit ℝ, IsClifford g (signature p)) ↔ p = 2 ∨ p = 3 := by
  constructor
  · rintro ⟨g, h⟩
    interval_cases p
    · exact (not_three_negative (by simp [signature]) (by simp [signature])
        (by simp [signature]) (by simp [signature]) h).elim
    · exact (not_three_negative (by simp [signature]) (by simp [signature])
        (by simp [signature]) (by simp [signature]) h).elim
    · exact Or.inl rfl
    · exact Or.inr rfl
    · exact (not_four_positive (fun a => if_pos a.isLt) h).elim
  · rintro (rfl | rfl)
    · exact ⟨neutral, explicit_families.2⟩
    · exact ⟨majorana, explicit_families.1⟩
```

For \(p\le4\), a real family with the signs `signature p` exists if and only if \(p=2\) or \(p=3\). Renumbering the matrices brings any list of four signs to this form, so the order of the signs doesn't matter. `interval_cases` runs through \(p=0,\dots,4\): the two preceding theorems remove 0, 1 and 4, and the explicit families supply 2 and 3. In particular, the signs \(1,-1,-1,-1\) are impossible.

```lean
/-- Multiplying a real anticommuting family by i gives a purely imaginary anticommuting
family in which every square has the opposite sign. -/
theorem imaginary_family {g : Fin 4 → TwoQubit ℝ} {ε : Fin 4 → ℝ} (h : IsClifford g ε) :
    IsClifford (fun a => Complex.I • Complex.ofRealHom.mapMatrix (g a))
      (fun a => -(ε a : ℂ)) := by
  refine ⟨fun a => ?_, fun a b hab => ?_⟩
  · rw [smul_mul_smul_comm, ← map_mul Complex.ofRealHom.mapMatrix, h.sq, Complex.I_mul_I]
    ext i j
    by_cases hij : i = j <;> simp [hij]
  · rw [smul_mul_smul_comm, smul_mul_smul_comm, ← map_mul Complex.ofRealHom.mapMatrix,
      ← map_mul Complex.ofRealHom.mapMatrix, h.anti a b hab, map_neg, smul_neg]

end

end MajoranaCondition
```

Since \((ig_a)(ig_b)=-g_ag_b\), multiplication by \(i\) reverses every square and preserves anticommutation. Applied to `majorana`, it gives purely imaginary matrices with squares \(-1,-1,-1,1\). These are Majorana gamma matrices for the metric \((+,-,-,-)\), with the timelike one again last. In that convention the Dirac operator \(i\gamma^\mu\partial_\mu-m\), with mass \(m\), is still real.

```lean
#print axioms MajoranaCondition.majorana_eq_pauli
#print axioms MajoranaCondition.not_three_negative
#print axioms MajoranaCondition.real_clifford_iff
#print axioms MajoranaCondition.imaginary_family
```

```
'MajoranaCondition.majorana_eq_pauli' depends on axioms: [propext, Classical.choice, Quot.sound]
'MajoranaCondition.not_three_negative' depends on axioms: [propext, Classical.choice, Quot.sound]
'MajoranaCondition.real_clifford_iff' depends on axioms: [propext, Classical.choice, Quot.sound]
'MajoranaCondition.imaginary_family' depends on axioms: [propext, Classical.choice, Quot.sound]
```
